# The squared modulus of a Slater determinant of consecutive plane waves on a ring is a product over pairs

Each position on the ring is given here by a real angle, not by a point of a circle. The angles t and t + 2π are therefore different inputs for the same place, and "two particles coincide" means that their angles differ by an integer multiple of 2π. Nothing restricts the angles to one period or puts them in order.

Write I for the imaginary unit, as the code does, and let the orbital of integer momentum k be φ_k(t) = exp(I k t). Particles carry labels 0, …, N−1 and fill the N consecutive momenta q, q+1, …, q+N−1, where q is any integer. With D the determinant of the matrix whose entry in row j and column k is φ_{q+k}(t_j),

|D|² = ∏_{i<j} 4 sin²((t_i − t_j)/2).

D vanishes exactly when two different particles coincide. The orbitals are unnormalised: with orbitals φ_k/√(2π) and the prefactor 1/√(N!), the probability density is |D|² / (N! (2π)^N).

## Sampling weights for free fermions

A Monte Carlo code that samples non-interacting, spin-polarised fermions on a ring with consecutive momenta filled can take its weight from the pair product, without a matrix factorisation. For coordinates x_j on a ring of length L, set t_j = 2πx_j/L and accumulate

log |D|² = ∑_{i<j} 2 log |2 sin((t_i − t_j)/2)|,

which avoids overflow and underflow of the product at large N. If particle a moves from t_a to s, starting from a configuration with D ≠ 0, the Metropolis ratio needs only N−1 factors:

|D_new|² / |D_old|² = ∏_{j≠a} sin²((s − t_j)/2) / sin²((t_a − t_j)/2).

The pair product also gives a reference value of |D|² for testing a general determinant routine; it does not test the phase of D.

## From plane waves to pair sines

Taking out the mean phase of two points on the unit circle gives

e^{Ia} − e^{Ib} = e^{I(a+b)/2} (e^{I(a−b)/2} − e^{−I(a−b)/2}) = e^{I(a+b)/2} · 2I sin((a−b)/2).

Put z_j = e^{I t_j}. Row j of the Slater matrix has entries e^{I q t_j} z_j^k, so the factor e^{I q t_j} comes out of the row and leaves the Vandermonde matrix with entries z_j^k. As a polynomial, its determinant vanishes when two of the z_j are equal, so it is divisible by every difference z_j − z_i. The total degrees agree, both being N(N−1)/2, and the diagonal term has coefficient 1 on both sides. Hence

D = ∏_i e^{I q t_i} · ∏_{i<j} (z_j − z_i).

Now insert the first identity for each pair. Each angle occurs in N−1 pairs with weight 1/2, so the mean angles add up to

∑_{i<j} (t_j + t_i)/2 = ((N−1)/2) ∑_i t_i,

and therefore

D = exp(I (q + (N−1)/2) ∑_i t_i) · ∏_{i<j} 2I sin((t_j − t_i)/2).

The exponential has modulus 1 and |2I sin x|² = 4 sin² x, which gives the formula for |D|². A finite product is zero only if one factor is zero, and sin((t_i − t_j)/2) = 0 means t_i − t_j = 2πm with m an integer.

For the symmetric Fermi sea −M, …, M we have N = 2M+1 and q = −M. Then q + (N−1)/2 = 0, the centre-of-mass phase is 1, and D is the bare pair product.

As an example, take N = 3, q = 0 and angles 0, π/2, π. The rows are (1, 1, 1), (1, I, −1) and (1, −1, 1), and

D = (I − 1)(−1 − 1)(−1 − I) = −4, so |D|² = 16.

The pair factors are 4 sin²(π/4) = 2, 4 sin²(π/2) = 4 and 4 sin²(π/4) = 2, with product 16. The normalised density is 16/(3!(2π)³) = 1/(3π³).

## Lean source

```lean
import Mathlib

open Complex (I)

namespace RingFermions

noncomputable section

/-- The plane-wave orbital `exp(i k t)` of integer momentum `k` at the angle `t` on a ring. -/
def orbital (k : ℤ) (t : ℝ) : ℂ :=
  Complex.exp ((((k : ℝ) * t : ℝ) : ℂ) * I)

/-- The unnormalised Slater matrix of `N` particles at angles `t j` in the `N` consecutive
momentum orbitals `q, q + 1, ..., q + N - 1`; rows are particles, columns are orbitals. -/
def slater {N : ℕ} (q : ℤ) (t : Fin N → ℝ) : Matrix (Fin N) (Fin N) ℂ :=
  Matrix.of fun j k => orbital (q + ((k : ℕ) : ℤ)) (t j)

/-- The difference of two phases on the unit circle is the phase of the mean angle times
`2 i` times the sine of half the angular separation. -/
theorem orbital_one_sub (a b : ℝ) :
    orbital 1 a - orbital 1 b =
      Complex.exp ((((a + b) / 2 : ℝ) : ℂ) * I) *
        (2 * I * ((Real.sin ((a - b) / 2) : ℝ) : ℂ)) := by
  have h (x : ℝ) : 2 * I * ((Real.sin x : ℝ) : ℂ) =
      Complex.exp ((x : ℂ) * I) - Complex.exp (-(x : ℂ) * I) := by
    rw [Complex.exp_mul_I, Complex.exp_mul_I, Complex.cos_neg, Complex.sin_neg,
      Complex.ofReal_sin]
    ring
  rw [h, mul_sub, ← Complex.exp_add, ← Complex.exp_add]
  unfold orbital
  congr 2 <;> (push_cast; ring)

/-- The Slater determinant of consecutive plane waves is the product of the orbital of lowest
momentum `q` over all particles times the product of the phase differences over all pairs. -/
theorem det_slater_vandermonde {N : ℕ} (q : ℤ) (t : Fin N → ℝ) :
    (slater q t).det =
      (∏ i, orbital q (t i)) *
        ∏ i, ∏ j ∈ Finset.Ioi i, (orbital 1 (t j) - orbital 1 (t i)) := by
  -- the orbital of lowest momentum factors out of each row and leaves powers of a single phase
  have h : slater q t = Matrix.diagonal (fun i => orbital q (t i)) *
      Matrix.vandermonde (fun i => orbital 1 (t i)) := by
    ext j k
    rw [Matrix.diagonal_mul, Matrix.vandermonde_apply]
    simp only [slater, Matrix.of_apply, orbital]
    rw [← Complex.exp_nat_mul, ← Complex.exp_add]
    congr 1
    push_cast
    ring
  rw [h, Matrix.det_mul, Matrix.det_diagonal, Matrix.det_vandermonde]

/-- The mean angles of all pairs of `N` particles add up to `(N - 1) / 2` times the sum of
the angles. -/
theorem sum_pair_means (N : ℕ) : ∀ t : Fin N → ℝ,
    ∑ i, ∑ j ∈ Finset.Ioi i, (t j + t i) / 2 = ((N : ℝ) - 1) / 2 * ∑ i, t i := by
  induction N with
  | zero => intro t; simp
  | succ n ih =>
    intro t
    have h : ∑ i : Fin n, ∑ j ∈ Finset.Ioi i, (t j.succ + t i.succ) / 2 =
        ((n : ℝ) - 1) / 2 * ∑ i : Fin n, t i.succ := ih fun i => t i.succ
    -- split off the pairs that contain particle 0
    rw [Fin.sum_univ_succ t, Fin.sum_univ_succ, Fin.sum_Ioi_zero]
    simp_rw [Fin.sum_Ioi_succ]
    rw [h]
    simp only [← Finset.sum_div, Finset.sum_add_distrib, Finset.sum_const,
      Finset.card_univ, Fintype.card_fin, nsmul_eq_mul]
    push_cast
    ring

/-- The Slater determinant is a centre-of-mass phase, with momentum `q + (N - 1) / 2` per
particle, times the product over pairs of `2 i sin((t j - t i) / 2)`. -/
theorem det_slater_eq_phase_mul_pairs {N : ℕ} (q : ℤ) (t : Fin N → ℝ) :
    (slater q t).det =
      Complex.exp (((((q : ℝ) + ((N : ℝ) - 1) / 2) * ∑ i, t i : ℝ) : ℂ) * I) *
        ∏ i, ∏ j ∈ Finset.Ioi i, (2 * I * ((Real.sin ((t j - t i) / 2) : ℝ) : ℂ)) := by
  have hp : ((q : ℝ) + ((N : ℝ) - 1) / 2) * ∑ i, t i =
      ∑ i, (q : ℝ) * t i + ∑ i, ∑ j ∈ Finset.Ioi i, (t j + t i) / 2 := by
    rw [sum_pair_means, ← Finset.mul_sum]
    ring
  rw [det_slater_vandermonde, hp]
  simp_rw [orbital_one_sub, Finset.prod_mul_distrib]
  rw [← mul_assoc]
  congr 1
  -- collect all phases in one exponential
  unfold orbital
  simp_rw [← Complex.exp_sum]
  rw [← Complex.exp_add]
  congr 1
  push_cast
  simp only [add_mul, Finset.sum_mul]

/-- The squared modulus of the Slater determinant of `N` consecutive plane waves on a ring is
the product over all pairs of `4 sin²((t i - t j) / 2)`. -/
theorem norm_sq_det_slater {N : ℕ} (q : ℤ) (t : Fin N → ℝ) :
    ‖(slater q t).det‖ ^ 2 =
      ∏ i, ∏ j ∈ Finset.Ioi i, 4 * Real.sin ((t i - t j) / 2) ^ 2 := by
  rw [det_slater_eq_phase_mul_pairs, norm_mul, Complex.norm_exp_ofReal_mul_I, one_mul]
  simp_rw [norm_prod, ← Finset.prod_pow]
  refine Finset.prod_congr rfl fun i _ => Finset.prod_congr rfl fun j _ => ?_
  have h2 : ‖(2 : ℂ)‖ = 2 := by norm_num
  rw [norm_mul, norm_mul, Complex.norm_I, Complex.norm_real, Real.norm_eq_abs, mul_pow,
    sq_abs, h2, show (t i - t j) / 2 = -((t j - t i) / 2) by ring, Real.sin_neg]
  ring

/-- The Slater determinant vanishes exactly when two different particles sit at angles that
agree modulo `2 π`. -/
theorem det_slater_eq_zero_iff {N : ℕ} (q : ℤ) (t : Fin N → ℝ) :
    (slater q t).det = 0 ↔
      ∃ i j, i ≠ j ∧ ∃ m : ℤ, t i - t j = 2 * Real.pi * m := by
  rw [← norm_eq_zero, ← pow_eq_zero_iff (two_ne_zero : (2 : ℕ) ≠ 0), norm_sq_det_slater,
    Finset.prod_eq_zero_iff]
  constructor
  · rintro ⟨i, _, hi⟩
    obtain ⟨j, hj, h⟩ := Finset.prod_eq_zero_iff.mp hi
    have hs : Real.sin ((t i - t j) / 2) = 0 :=
      (pow_eq_zero_iff (two_ne_zero : (2 : ℕ) ≠ 0)).mp (by linarith)
    obtain ⟨m, hm⟩ := Real.sin_eq_zero_iff.mp hs
    exact ⟨i, j, ne_of_lt (Finset.mem_Ioi.mp hj), m, by linear_combination (-2) * hm⟩
  · rintro ⟨i, j, hij, m, hm⟩
    -- the pair appears in the product once, with the smaller label first
    rcases lt_or_gt_of_ne hij with h | h
    · have hs : Real.sin ((t i - t j) / 2) = 0 :=
        Real.sin_eq_zero_iff.mpr ⟨m, by linear_combination (-1 / 2) * hm⟩
      exact ⟨i, Finset.mem_univ i,
        Finset.prod_eq_zero (Finset.mem_Ioi.mpr h) (by simp [hs])⟩
    · have hs : Real.sin ((t j - t i) / 2) = 0 :=
        Real.sin_eq_zero_iff.mpr ⟨-m, by push_cast; linear_combination (1 / 2) * hm⟩
      exact ⟨j, Finset.mem_univ j,
        Finset.prod_eq_zero (Finset.mem_Ioi.mpr h) (by simp [hs])⟩

/-- For `2 M + 1` particles in the symmetric Fermi sea of momenta `-M, ..., M`, the Slater
determinant is the product over pairs of `2 i sin((t j - t i) / 2)`. -/
theorem det_slater_symmetric_sea (M : ℕ) (t : Fin (2 * M + 1) → ℝ) :
    (slater (-(M : ℤ)) t).det =
      ∏ i, ∏ j ∈ Finset.Ioi i, (2 * I * ((Real.sin ((t j - t i) / 2) : ℝ) : ℂ)) := by
  -- the mean momentum of the filled sea is zero
  have h : ((-(M : ℤ) : ℤ) : ℝ) + (((2 * M + 1 : ℕ) : ℝ) - 1) / 2 = 0 := by
    push_cast
    ring
  rw [det_slater_eq_phase_mul_pairs, h, zero_mul, Complex.ofReal_zero, zero_mul,
    Complex.exp_zero, one_mul]

end

end RingFermions
```

```lean
#print axioms RingFermions.norm_sq_det_slater
#print axioms RingFermions.det_slater_eq_zero_iff
#print axioms RingFermions.det_slater_symmetric_sea
```

```
'RingFermions.norm_sq_det_slater' depends on axioms: [propext, Classical.choice, Quot.sound]
'RingFermions.det_slater_eq_zero_iff' depends on axioms: [propext, Classical.choice, Quot.sound]
'RingFermions.det_slater_symmetric_sea' depends on axioms: [propext, Classical.choice, Quot.sound]
```

## What is proved, and for which states

`orbital k t` is φ_k(t), and `slater q t` is the matrix above, with particles as rows. The type `Fin N → ℝ` holds one real angle per particle, and `Finset.Ioi i` is the set of labels greater than `i`, so the double product meets each pair once. `norm_sq_det_slater` is the formula for |D|², and `det_slater_eq_zero_iff` describes the zeros in both directions. Both hold for every N; for N = 0 and N = 1 the product is empty and |D|² = 1.

The proof follows the derivation closely:

- `orbital_one_sub` is the half-angle identity, obtained by writing the sine as a difference of exponentials.
- `det_slater_vandermonde` factors the matrix into a diagonal one times a Vandermonde one and uses Mathlib's determinant for each.
- `sum_pair_means` replaces the counting of pairs by induction on N, splitting off the pairs that contain particle 0.
- `det_slater_eq_phase_mul_pairs` collects all phases in one exponential.
- `norm_sq_det_slater` takes the modulus factor by factor.
- `det_slater_eq_zero_iff` finds the vanishing factor. In the converse direction it distinguishes `i < j` from `j < i`, because the product lists each pair in one order only.
- `det_slater_symmetric_sea` checks that the mean momentum q + (N−1)/2 is zero, so the phase is 1.

The result concerns a single determinant of plane waves in one dimension, with no interaction and no spin. The filled momenta must be consecutive: two particles in momenta 0 and 2 give |D|² = 4 sin²(t_0 − t_1), which also vanishes when they sit on opposite sides of the ring. The theorems are about real and complex numbers, so the rounding error of a floating-point evaluation needs its own analysis.
